# For a finite DVR grid in a uniform field, the lowest energy is concave and stays within ‖H‖ of the grid-edge line

Let H be a real symmetric matrix on a nonempty finite DVR grid with nodes x_i, and let E(F) be the lowest eigenvalue of H + F diag(x). Then E is a concave function of F on the whole real line, and for F ≥ 0

|E(F) − F x_min| ≤ ‖H‖,

where x_min is the smallest node and ‖H‖ is the operator norm for the Euclidean length. Consequently E(F)/F tends to x_min as F → ∞.

Here F x is an energy: for a particle of charge q in an electric field ℰ along x, F = −qℰ.

## Field scans and the edge of the box

A one-particle finite-field calculation on a fixed grid can be tested against both statements. Concavity gives, for any step h,

E(F+h) + E(F−h) ≤ 2 E(F).

Where E is twice differentiable, this says that E″(F) ≤ 0, so the static polarizability −d²E/dℰ² = −q²E″(F) of the ground state is not negative. A clear violation in a scan points to a fault, such as an eigensolver that returned an excited root at F+h or F−h.

The bound concerns strong fields. Take F > 0 and put the origin inside the box, so that x_min < 0. Once F|x_min| is large compared with ‖H‖, the energy is set mainly by the position of the smallest node. For a potential that is bounded on the whole line, the continuum problem with F ≠ 0 has no lowest energy at all; the finite grid supplies one. If a computed energy shifts when the edge of low field energy is moved outwards at fixed node spacing, it depends on the box and not only on the potential and the field.

## From trial vectors to the bound

Write v·w = Σ_i v_i w_i. The first step is the variational principle for a real symmetric matrix A. The continuous function v·Av has a minimum μ on the compact unit sphere, at some u. Rescaling a nonzero v to unit length gives, for every v,

v·Av ≥ μ (v·v).

Put B = A − μ1 and r = Bu. Then v·Bv ≥ 0 for all v, and u·Bu = 0. Since B is symmetric, u·Br = r·r, so for every t > 0

0 ≤ (u − t r)·B(u − t r) = −2t (r·r) + t² (r·Br).

Dividing by t and letting t → 0 gives r·r ≤ 0, hence r = 0 and Au = μu. If Av = e v with v ≠ 0, then e (v·v) = v·Av ≥ μ (v·v), so e ≥ μ. Thus μ is the lowest eigenvalue.

In the field, the energy form is affine in F:

v·(H + F diag(x))v = v·Hv + F Σ_i x_i v_i².

For concavity, take a, b ≥ 0 with a + b = 1, and let u be a unit ground vector at the intermediate field aF + bG. Then

E(aF + bG) = a [u·Hu + F Σ_i x_i u_i²] + b [u·Hu + G Σ_i x_i u_i²] ≥ a E(F) + b E(G),

because u is a trial vector at both end fields.

For the bound, let k be a node with F x_k ≤ F x_i for all i. With u now a unit ground vector at field F,

E(F) = u·Hu + Σ_i F x_i u_i² ≥ E(0) + F x_k.

The grid function at node k, with entry 1 there and 0 elsewhere, is a trial vector for the other side. Together,

E(0) + F x_k ≤ E(F) ≤ H_kk + F x_k.

Cauchy–Schwarz gives |v·Hv| ≤ ‖H‖ (v·v). Applied to a field-free ground vector and to the grid function at k, it yields E(0) ≥ −‖H‖ and H_kk ≤ ‖H‖, so

|E(F) − F x_k| ≤ ‖H‖.

For F ≥ 0 the smallest node qualifies as k. Dividing by F > 0 gives |E(F)/F − x_min| ≤ ‖H‖/F, which tends to zero.

The sign of F is where this goes wrong most readily. For F < 0 the node of lowest field energy is the largest one, and the bound with x_min can fail: take H = 0, nodes 0 and 1, and F = −1. Then E = −1, while F x_min = 0 and ‖H‖ = 0.

With a single node and H = (h), E(F) = h + F x_1. The energy is a straight line, and the bound holds with equality, since ‖H‖ = |h|.

## The Lean file

```lean
import Mathlib

open Matrix Filter Topology

namespace DVRStark

noncomputable section

variable {n : Type*} [Fintype n] [DecidableEq n]

/-- The DVR Hamiltonian `H` in a uniform field of strength `F`: the position operator is
diagonal, with the grid nodes `x i` as entries. -/
def stark (H : Matrix n n ℝ) (x : n → ℝ) (F : ℝ) : Matrix n n ℝ :=
  H + F • Matrix.diagonal x

/-- The ground-state energy of a real symmetric matrix on a nonempty grid:
the infimum of its real eigenvalues. -/
def groundEnergy (A : Matrix n n ℝ) : ℝ :=
  sInf {e : ℝ | ∃ v : n → ℝ, v ≠ 0 ∧ A *ᵥ v = e • v}

/-- The operator norm of a matrix acting on Euclidean space. -/
def opNorm (A : Matrix n n ℝ) : ℝ :=
  ‖Matrix.toEuclideanCLM (n := n) (𝕜 := ℝ) A‖

/-- A real symmetric matrix on a nonempty grid has a unit eigenvector at its ground-state energy,
and this energy obeys the variational principle. -/
theorem exists_ground_state [Nonempty n] {A : Matrix n n ℝ} (hA : A.IsSymm) :
    ∃ u : n → ℝ, u ⬝ᵥ u = 1 ∧ A *ᵥ u = groundEnergy A • u ∧
      ∀ v : n → ℝ, groundEnergy A * (v ⬝ᵥ v) ≤ v ⬝ᵥ A *ᵥ v := by
  have hpos : ∀ v : n → ℝ, v ≠ 0 → 0 < v ⬝ᵥ v := fun v hv =>
    lt_of_le_of_ne (Finset.sum_nonneg fun i _ => mul_self_nonneg (v i))
      (fun h => hv (dotProduct_self_eq_zero.mp h.symm))
  -- the unit sphere is compact, so the energy form has a minimiser `u` on it
  have hc1 : Continuous fun v : n → ℝ => v ⬝ᵥ v := by
    simp only [dotProduct]; fun_prop
  have hc2 : Continuous fun v : n → ℝ => v ⬝ᵥ A *ᵥ v := by
    simp only [dotProduct, Matrix.mulVec]; fun_prop
  have hS : IsCompact {v : n → ℝ | v ⬝ᵥ v = 1} := by
    refine Metric.isCompact_of_isClosed_isBounded (isClosed_eq hc1 continuous_const)
      (Metric.isBounded_closedBall (x := (0 : n → ℝ)) (r := 1) |>.subset ?_)
    intro v hv
    have hv1 : ∑ i, v i * v i = 1 := hv
    rw [mem_closedBall_zero_iff, pi_norm_le_iff_of_nonneg zero_le_one]
    intro i
    have hi := Finset.single_le_sum (f := fun i => v i * v i)
      (fun j _ => mul_self_nonneg (v j)) (Finset.mem_univ i)
    rw [Real.norm_eq_abs, abs_le]
    constructor <;> nlinarith
  obtain ⟨k⟩ := ‹Nonempty n›
  obtain ⟨u, hu, hmin⟩ := hS.exists_isMinOn ⟨Pi.single k 1, by simp⟩ hc2.continuousOn
  have hu1 : u ⬝ᵥ u = 1 := hu
  obtain ⟨μ, hμ⟩ : ∃ μ, μ = u ⬝ᵥ A *ᵥ u := ⟨_, rfl⟩
  -- rescaling extends the minimum property to all vectors
  have hvar : ∀ v : n → ℝ, μ * (v ⬝ᵥ v) ≤ v ⬝ᵥ A *ᵥ v := by
    intro v
    by_cases hv : v = 0
    · simp [hv]
    obtain ⟨s, hs0, hs⟩ : ∃ s : ℝ, 0 < s ∧ s * s = v ⬝ᵥ v :=
      ⟨√(v ⬝ᵥ v), Real.sqrt_pos.mpr (hpos v hv), Real.mul_self_sqrt (hpos v hv).le⟩
    have hw : (s⁻¹ • v) ⬝ᵥ (s⁻¹ • v) = 1 := by
      rw [smul_dotProduct, dotProduct_smul, ← hs, smul_eq_mul, smul_eq_mul]
      field_simp
    have h := isMinOn_iff.mp hmin (s⁻¹ • v) hw
    rw [← hμ, Matrix.mulVec_smul, smul_dotProduct, dotProduct_smul, smul_eq_mul,
      smul_eq_mul] at h
    rw [← hs]
    calc μ * (s * s) ≤ (s⁻¹ * (s⁻¹ * (v ⬝ᵥ A *ᵥ v))) * (s * s) :=
          mul_le_mul_of_nonneg_right h (by positivity)
      _ = v ⬝ᵥ A *ᵥ v := by field_simp
  -- `A - μ` is positive semidefinite and its form vanishes at `u`, so it annihilates `u`
  have hform : ∀ v : n → ℝ,
      v ⬝ᵥ (A - μ • (1 : Matrix n n ℝ)) *ᵥ v = v ⬝ᵥ A *ᵥ v - μ * (v ⬝ᵥ v) := by
    intro v
    rw [Matrix.sub_mulVec, Matrix.smul_mulVec, Matrix.one_mulVec, dotProduct_sub,
      dotProduct_smul, smul_eq_mul]
  have hB : (A - μ • (1 : Matrix n n ℝ)).PosSemidef := by
    refine Matrix.PosSemidef.of_dotProduct_mulVec_nonneg ?_ fun v => ?_
    · rw [Matrix.IsHermitian, Matrix.conjTranspose_eq_transpose_of_trivial,
        Matrix.transpose_sub, Matrix.transpose_smul, Matrix.transpose_one, hA.eq]
    · rw [star_trivial, hform]
      linarith [hvar v]
  have heig : A *ᵥ u = μ • u := by
    have h := (hB.dotProduct_mulVec_zero_iff u).mp (by
      rw [star_trivial, hform, hu1, ← hμ]; ring)
    rwa [Matrix.sub_mulVec, Matrix.smul_mulVec, Matrix.one_mulVec, sub_eq_zero] at h
  have hleast : IsLeast {e : ℝ | ∃ v : n → ℝ, v ≠ 0 ∧ A *ᵥ v = e • v} μ := by
    refine ⟨⟨u, fun h => by simp [h] at hu1, heig⟩, ?_⟩
    rintro e ⟨v, hv, he⟩
    have h := hvar v
    rw [he, dotProduct_smul, smul_eq_mul] at h
    exact le_of_mul_le_mul_right h (hpos v hv)
  have hE : groundEnergy A = μ := hleast.csInf_eq
  exact ⟨u, hu1, by rw [hE]; exact heig, by rw [hE]; exact hvar⟩

/-- The energy form in the field is the field-free one plus `F` times the position form. -/
theorem stark_form (H : Matrix n n ℝ) (x : n → ℝ) (F : ℝ) (v : n → ℝ) :
    v ⬝ᵥ stark H x F *ᵥ v = v ⬝ᵥ H *ᵥ v + F * ∑ i, x i * v i ^ 2 := by
  have h : v ⬝ᵥ Matrix.diagonal x *ᵥ v = ∑ i, x i * v i ^ 2 := by
    simp only [dotProduct, Matrix.mulVec_diagonal]
    exact Finset.sum_congr rfl fun i _ => by ring
  rw [stark, Matrix.add_mulVec, Matrix.smul_mulVec, dotProduct_add, dotProduct_smul,
    smul_eq_mul, h]

/-- The energy form of a matrix is bounded by its operator norm times the squared length. -/
theorem abs_form_le (H : Matrix n n ℝ) (v : n → ℝ) :
    |v ⬝ᵥ H *ᵥ v| ≤ opNorm H * (v ⬝ᵥ v) := by
  have hin : ∀ a b : n → ℝ, inner ℝ (WithLp.toLp 2 a) (WithLp.toLp 2 b) = a ⬝ᵥ b := by
    intro a b
    simp [PiLp.inner_apply, dotProduct, mul_comm]
  have h1 := abs_real_inner_le_norm (WithLp.toLp 2 v) (WithLp.toLp 2 (H *ᵥ v))
  have h2 : ‖WithLp.toLp 2 (H *ᵥ v)‖ ≤ opNorm H * ‖WithLp.toLp 2 v‖ := by
    rw [← Matrix.toEuclideanCLM_toLp]
    exact ContinuousLinearMap.le_opNorm _ _
  rw [hin] at h1
  rw [← hin v v, real_inner_self_eq_norm_mul_norm]
  nlinarith [mul_le_mul_of_nonneg_left h2 (norm_nonneg (WithLp.toLp 2 v))]

/-- For symmetric `H`, the ground-state energy is a concave function of the field strength. -/
theorem groundEnergy_concave [Nonempty n] {H : Matrix n n ℝ} (hH : H.IsSymm) (x : n → ℝ) :
    ConcaveOn ℝ Set.univ fun F => groundEnergy (stark H x F) := by
  have hs : ∀ F, (stark H x F).IsSymm := fun F =>
    hH.add ((Matrix.isSymm_diagonal x).smul F)
  refine ⟨convex_univ, fun F _ G _ a b ha hb hab => ?_⟩
  -- the ground vector at the intermediate field is a trial vector at both end fields
  obtain ⟨u, hu, heig, -⟩ := exists_ground_state (hs (a • F + b • G))
  obtain ⟨-, -, -, hF⟩ := exists_ground_state (hs F)
  obtain ⟨-, -, -, hG⟩ := exists_ground_state (hs G)
  have hE := stark_form H x (a • F + b • G) u
  rw [heig, dotProduct_smul, hu] at hE
  have h1 := mul_le_mul_of_nonneg_left (hF u) ha
  have h2 := mul_le_mul_of_nonneg_left (hG u) hb
  rw [stark_form, hu] at h1 h2
  simp only [smul_eq_mul] at hE ⊢
  linear_combination h1 + h2 + (u ⬝ᵥ H *ᵥ u) * hab - hE

/-- If `H` is symmetric and node `k` has the lowest field energy `F * x k`, the ground-state energy
in the field, measured from `F * x k`, lies between the field-free one and `H k k`. -/
theorem groundEnergy_bracket [Nonempty n] {H : Matrix n n ℝ} (hH : H.IsSymm) (x : n → ℝ)
    {F : ℝ} {k : n} (hk : ∀ i, F * x k ≤ F * x i) :
    groundEnergy H + F * x k ≤ groundEnergy (stark H x F) ∧
      groundEnergy (stark H x F) ≤ H k k + F * x k := by
  have hs : (stark H x F).IsSymm := hH.add ((Matrix.isSymm_diagonal x).smul F)
  obtain ⟨u, hu, heig, hvar⟩ := exists_ground_state hs
  obtain ⟨-, -, -, h0⟩ := exists_ground_state hH
  constructor
  · have hE := stark_form H x F u
    rw [heig, dotProduct_smul, hu, smul_eq_mul] at hE
    have h1 := h0 u
    have h2 : F * x k * (u ⬝ᵥ u) ≤ F * ∑ i, x i * u i ^ 2 := by
      simp only [dotProduct, Finset.mul_sum]
      refine Finset.sum_le_sum fun i _ => ?_
      nlinarith [mul_le_mul_of_nonneg_right (hk i) (sq_nonneg (u i))]
    rw [hu] at h1 h2
    linarith
  · -- the grid function at node `k` is the trial vector
    have h := hvar (Pi.single k 1)
    have e1 : (Pi.single k 1 : n → ℝ) ⬝ᵥ Pi.single k 1 = 1 := by simp
    have e2 : (Pi.single k 1 : n → ℝ) ⬝ᵥ stark H x F *ᵥ Pi.single k 1 = H k k + F * x k := by
      simp [stark]
    rw [e1, e2] at h
    linarith

/-- If `H` is symmetric and node `k` has the lowest field energy `F * x k`, the ground-state energy
in the field differs from `F * x k` by at most the operator norm of `H`. -/
theorem abs_sub_edge_le [Nonempty n] {H : Matrix n n ℝ} (hH : H.IsSymm) (x : n → ℝ)
    {F : ℝ} {k : n} (hk : ∀ i, F * x k ≤ F * x i) :
    |groundEnergy (stark H x F) - F * x k| ≤ opNorm H := by
  obtain ⟨hlow, hup⟩ := groundEnergy_bracket hH x hk
  obtain ⟨u, hu, heig, -⟩ := exists_ground_state hH
  have h1 := abs_form_le H u
  rw [heig, dotProduct_smul, hu, smul_eq_mul, mul_one, mul_one] at h1
  have h2 := abs_form_le H (Pi.single k 1)
  have e1 : (Pi.single k 1 : n → ℝ) ⬝ᵥ Pi.single k 1 = 1 := by simp
  have e2 : (Pi.single k 1 : n → ℝ) ⬝ᵥ H *ᵥ Pi.single k 1 = H k k := by simp
  rw [e1, e2, mul_one] at h2
  rw [abs_le] at h1 h2 ⊢
  constructor <;> linarith [h1.1, h2.2]

/-- For symmetric `H` on a nonempty finite grid, the ground-state energy is concave in the field,
and for `F ≥ 0` it differs from `F` times the smallest node by at most the operator norm of `H`. -/
theorem stark_energy_measures_grid_edge [Nonempty n] {H : Matrix n n ℝ} (hH : H.IsSymm)
    (x : n → ℝ) :
    ConcaveOn ℝ Set.univ (fun F => groundEnergy (stark H x F)) ∧
      ∀ F : ℝ, 0 ≤ F → |groundEnergy (stark H x F) - F * ⨅ i, x i| ≤ opNorm H := by
  refine ⟨groundEnergy_concave hH x, fun F hF => ?_⟩
  obtain ⟨k, hk⟩ := exists_eq_ciInf_of_finite (f := x)
  rw [← hk]
  refine abs_sub_edge_le hH x fun i => mul_le_mul_of_nonneg_left ?_ hF
  rw [hk]
  exact ciInf_le (Set.finite_range x).bddBelow i


/-- For symmetric `H`, the ground-state energy per unit field tends to the smallest grid node as
the field grows without bound. -/
theorem energy_per_field_tendsto [Nonempty n] {H : Matrix n n ℝ} (hH : H.IsSymm) (x : n → ℝ) :
    Tendsto (fun F : ℝ => groundEnergy (stark H x F) / F) atTop (𝓝 (⨅ i, x i)) := by
  have h0 : Tendsto (fun F : ℝ => opNorm H / F) atTop (𝓝 0) :=
    tendsto_const_nhds.div_atTop tendsto_id
  refine tendsto_sub_nhds_zero_iff.mp (squeeze_zero_norm' ?_ h0)
  filter_upwards [eventually_gt_atTop (0 : ℝ)] with F hF
  have e : groundEnergy (stark H x F) / F - ⨅ i, x i
      = (groundEnergy (stark H x F) - F * ⨅ i, x i) / F := by
    rw [sub_div, mul_div_cancel_left₀ _ hF.ne']
  rw [e, Real.norm_eq_abs, abs_div, abs_of_pos hF]
  exact div_le_div_of_nonneg_right ((stark_energy_measures_grid_edge hH x).2 F hF.le) hF.le

end

end DVRStark
```

```lean
#print axioms DVRStark.stark_energy_measures_grid_edge
#print axioms DVRStark.energy_per_field_tendsto
```

```
'DVRStark.stark_energy_measures_grid_edge' depends on axioms: [propext, Classical.choice, Quot.sound]
'DVRStark.energy_per_field_tendsto' depends on axioms: [propext, Classical.choice, Quot.sound]
```

## How the definitions match the grid calculation

The type `n` labels the grid points, and `[Nonempty n]` says that there is at least one. The function `x : n → ℝ` lists the nodes, which may be unsorted or repeated. The matrix `stark H x F` is H + F diag(x). That position is diagonal is built into this definition; it stands for the DVR property that each basis function is tied to one node and, within the basis, position acts on it as multiplication by that node, either exactly or in the quadrature approximation. The basis is taken as orthonormal, so there is no overlap matrix.

The hypothesis `H.IsSymm` is all that is asked of the field-free Hamiltonian. Its kinetic and potential parts are never separated, so any real symmetric DVR matrix is admitted.

`groundEnergy` is the infimum of the set of real eigenvalues, and `exists_ground_state` shows that for symmetric matrices this infimum is attained. `opNorm` is the norm of the map that the matrix induces on Euclidean space, that is, the largest absolute eigenvalue when H is symmetric. The largest absolute entry would not do in its place: for the 2×2 matrix with all entries −1 and F = 0, the energy is −2 but that entry has size 1. Finally, `⨅ i, x i` is x_min, and `ConcaveOn ℝ Set.univ` is concavity over all real fields.

## How the lemmas fit together

`exists_ground_state` follows the variational argument. `hS` is compactness of the sphere, `hvar` is the rescaling step, and `hB` states that A − μ1 is positive semidefinite. The variation along r is left to Mathlib's `dotProduct_mulVec_zero_iff`, which says that a vector on which a positive semidefinite form vanishes is annihilated by the matrix. `hleast` then identifies μ with `groundEnergy A`.

`stark_form` is the affine formula, and `abs_form_le` is the Cauchy–Schwarz estimate. In `groundEnergy_concave`, `h1` and `h2` are the two trial-vector inequalities weighted by a and b, and `linear_combination` adds them. `groundEnergy_bracket` proves the two-sided estimate, with `Pi.single k 1` as the grid function, and `abs_sub_edge_le` replaces its ends by the norm. Its hypothesis `hk` allows either sign of F, so it also gives the bound with the largest node for F ≤ 0.

`stark_energy_measures_grid_edge` picks a node that attains the minimum and combines the two results. `energy_per_field_tendsto` divides by F and squeezes.

## Limits for production use

The theorems concern the true lowest eigenvalue of a given finite matrix. They say nothing about floating-point error, or about how close that eigenvalue is to a continuum energy or resonance. Complex Hamiltonians, including those with absorbing potentials, are excluded by the real matrix type. H must also be the same at every field, so the concavity theorem does not apply to a self-consistent mean-field matrix that responds to F.

The size of ‖H‖ matters in practice. Refining a grid usually raises the largest kinetic energy and with it ‖H‖, so a stronger field is needed before the bound is informative. Adding a constant to H can also change ‖H‖, although it shifts every energy equally. The two-sided estimate in `groundEnergy_bracket` avoids this: its width, H_kk − E(0), is unaffected by the choice of energy zero, and it needs only one diagonal element and the field-free energy.
